# A Hermitian rank-one impurity changes the trace of a Hermitian matrix's Green's function by at most $1/|\mathrm{Im}\,z|$

Replace one atom in a crystal and the energy of one of its orbitals shifts, perhaps by a great deal. How much can the density of states of the whole sample change? Describe the independent electrons of the pure sample by a Hermitian matrix $H$ in an orthonormal basis of orbitals, and let $G(z)=(z-H)^{-1}$ be its Green's function. At energy $\omega$ and broadening $\eta>0$, the total density of states is $-\mathrm{Im}\,\mathrm{Tr}\,G(\omega+i\eta)/\pi$.

The trace changes by at most $1/\eta$, however large the sample and however strong the impurity. For such a finite, non-interacting model, the broadened density of states therefore moves by at most $1/(\pi\eta)$ at any energy. Orbitals are counted with their spin here: a level that shifts for both spins is two impurities, and both bounds double. Two steps are left to physical judgement: treating the electrons of a real sample as independent, and describing a real defect by a one-body term $V\,u u^\dagger$, with $V$ real, acting on a single orbital $u$.

## The impurity, the norm and the Green's function

```lean
import Mathlib

open Matrix

namespace ImpurityTraceBound

noncomputable section

/-- A single impurity of strength `V` in the orbital `u`: the matrix `V u u†`. -/
def impurity {n : Type*} (V : ℝ) (u : n → ℂ) : Matrix n n ℂ :=
  (V : ℂ) • vecMulVec u (star u)
```

`impurity V u` is the matrix $V\,u u^\dagger$, with entries $V u_i \overline{u_j}$. The type `ℝ` makes the strength $V$ real. The vector $u$ need not be normalised: for $u\neq 0$, the strength on the normalised orbital $u/\|u\|$ is $V\|u\|^2$.

```lean
/-- The squared norm of a state vector. -/
def weight {n : Type*} [Fintype n] (v : n → ℂ) : ℝ := ∑ i, ‖v i‖ ^ 2
```

`weight v` is $\|v\|^2=\sum_i |v_i|^2$. Despite its name, it is not a spectral weight.

```lean
variable {n : Type*} [Fintype n] [DecidableEq n]

/-- The Green's function `(z - H)⁻¹`, for `z` outside the spectrum of `H`. -/
def green (H : Matrix n n ℂ) (z : ℂ) : Matrix n n ℂ :=
  (z • (1 : Matrix n n ℂ) - H)⁻¹
```

The index type `n` labels the basis orbitals and may have any finite size. `green H z` is $G(z)$. Lean assigns a value even to the inverse of a singular matrix, so invertibility has to be proved before this definition can be used as a Green's function.

## A non-real $z$ lies outside the spectrum

```lean
/-- For Hermitian `H`, the imaginary part of `v†(z - H)v` is `Im z` times the squared
norm of `v`. -/
theorem shifted_im {H : Matrix n n ℂ} (hH : H.IsHermitian) (z : ℂ) (v : n → ℂ) :
    (star v ⬝ᵥ (z • (1 : Matrix n n ℂ) - H) *ᵥ v).im = z.im * weight v := by
  have hw : star v ⬝ᵥ v = (weight v : ℂ) := by
    simp only [weight, dotProduct, Pi.star_apply]
    push_cast
    exact Finset.sum_congr rfl fun i _ => Complex.conj_mul' (v i)
  -- the expectation value of a Hermitian matrix is real
  have hr : star (star v ⬝ᵥ H *ᵥ v) = star v ⬝ᵥ H *ᵥ v := by
    rw [← star_dotProduct_star, star_star, star_mulVec, hH.eq, ← dotProduct_mulVec]
  have him : (star v ⬝ᵥ H *ᵥ v).im = 0 := Complex.conj_eq_iff_im.mp hr
  rw [sub_mulVec, smul_mulVec, one_mulVec, dotProduct_sub, dotProduct_smul, hw,
    Complex.sub_im, him]
  simp
```

In Lean, `star v ⬝ᵥ A *ᵥ v` is $v^\dagger A v$, and the hypothesis `hH` says that $H=H^\dagger$. By hand,
$$v^\dagger(z-H)v = z\|v\|^2 - v^\dagger H v .$$
The last term is real, because $\overline{v^\dagger Hv}=v^\dagger H^\dagger v=v^\dagger Hv$; this is `hr` in the proof. Taking imaginary parts leaves $\mathrm{Im}\,z\,\|v\|^2$.

```lean
/-- For Hermitian `H` and non-real `z` the matrix `z - H` is invertible. -/
theorem shifted_isUnit {H : Matrix n n ℂ} (hH : H.IsHermitian) {z : ℂ} (hz : z.im ≠ 0) :
    IsUnit (z • (1 : Matrix n n ℂ) - H).det := by
  rw [isUnit_iff_ne_zero]
  intro h0
  obtain ⟨v, hv, h⟩ := exists_mulVec_eq_zero_iff.mpr h0
  have h1 := shifted_im hH z v
  rw [h, dotProduct_zero, Complex.zero_im] at h1
  have h2 : weight v = 0 := (mul_eq_zero.mp h1.symm).resolve_left hz
  unfold weight at h2
  apply hv
  ext i
  have h3 := (Finset.sum_eq_zero_iff_of_nonneg (fun i _ => sq_nonneg ‖v i‖)).mp h2 i
    (Finset.mem_univ i)
  simpa using h3
```

The hypothesis `hz` says that $\mathrm{Im}\,z\neq0$, and the conclusion is that $\det(z-H)$ is invertible, hence nonzero. If the determinant vanished, some $v\neq0$ would satisfy $(z-H)v=0$. The previous identity would then give $0=\mathrm{Im}\,z\,\|v\|^2$, so every component of $v$ would vanish, a contradiction.

## Two facts about $Gu$

```lean
/-- Spectral identity: for Hermitian `H` and non-real `z`, with `G = (z - H)⁻¹`,
the imaginary part of `u†Gu` is `-Im z` times the squared norm of `Gu`. -/
theorem green_im {H : Matrix n n ℂ} (hH : H.IsHermitian) {z : ℂ} (hz : z.im ≠ 0)
    (u : n → ℂ) :
    (star u ⬝ᵥ green H z *ᵥ u).im = -z.im * weight (green H z *ᵥ u) := by
  have hb : (z • (1 : Matrix n n ℂ) - H) *ᵥ (green H z *ᵥ u) = u := by
    rw [mulVec_mulVec, green, mul_nonsing_inv _ (shifted_isUnit hH hz), one_mulVec]
  have h := shifted_im hH z (green H z *ᵥ u)
  rw [hb] at h
  have h2 : star u ⬝ᵥ green H z *ᵥ u = star (star (green H z *ᵥ u) ⬝ᵥ u) := by
    rw [← star_dotProduct_star, star_star]
  rw [h2, Complex.star_def, Complex.conj_im, h]
  ring
```

This is the identity
$$\mathrm{Im}\,u^\dagger G u=-\mathrm{Im}\,z\,\|Gu\|^2 .$$
Put $w=Gu$, so that $u=(z-H)w$, which is `hb`. Then $u^\dagger Gu=u^\dagger w=\overline{w^\dagger u}=\overline{w^\dagger(z-H)w}$. The conjugation supplies the minus sign, and `shifted_im` supplies the rest.

```lean
/-- For Hermitian `H` and non-real `z`, with `G = (z - H)⁻¹`, the modulus of `u†G²u` is at
most the squared norm of `Gu`. -/
theorem norm_green_sq_le {H : Matrix n n ℂ} (hH : H.IsHermitian) {z : ℂ} (hz : z.im ≠ 0)
    (u : n → ℂ) :
    ‖star u ⬝ᵥ (green H z * green H z) *ᵥ u‖ ≤ weight (green H z *ᵥ u) := by
  have hG : (green H z)ᴴ = green H (star z) := by
    unfold green
    rw [conjTranspose_nonsing_inv, conjTranspose_sub, conjTranspose_smul,
      conjTranspose_one, hH.eq]
  -- `G†u` and `Gu` have the same norm
  have hw : weight ((green H z)ᴴ *ᵥ u) = weight (green H z *ᵥ u) := by
    have h1 := green_im hH hz u
    have h2 := green_im hH (z := star z) (by simpa using hz) u
    have h3 : star u ⬝ᵥ (green H z)ᴴ *ᵥ u = star (star u ⬝ᵥ green H z *ᵥ u) := by
      rw [← star_dotProduct_star, star_star, star_mulVec, ← dotProduct_mulVec]
    rw [← hG, h3] at h2
    simp only [Complex.star_def, Complex.conj_im] at h2
    apply mul_left_cancel₀ hz
    linarith
  have ho : ∀ a b : n → ℂ, ‖star a ⬝ᵥ b‖ ≤ (weight a + weight b) / 2 := by
    intro a b
    calc ‖star a ⬝ᵥ b‖ ≤ ∑ i, ‖star a i * b i‖ := norm_sum_le _ _
      _ ≤ ∑ i, (‖a i‖ ^ 2 + ‖b i‖ ^ 2) / 2 := by
        refine Finset.sum_le_sum fun i _ => ?_
        rw [norm_mul, Pi.star_apply, norm_star]
        nlinarith [sq_nonneg (‖a i‖ - ‖b i‖)]
      _ = (weight a + weight b) / 2 := by
        rw [← Finset.sum_div, Finset.sum_add_distrib]
        rfl
  have h := ho ((green H z)ᴴ *ᵥ u) (green H z *ᵥ u)
  rw [hw, star_mulVec, conjTranspose_conjTranspose, ← dotProduct_mulVec,
    mulVec_mulVec] at h
  linarith
```

The claim is $|u^\dagger G^2u|\le\|Gu\|^2$. Since $H$ is Hermitian, $G(z)^\dagger=G(\bar z)$. The previous identity at $\bar z$ reads
$$\mathrm{Im}\,u^\dagger G^\dagger u=\mathrm{Im}\,z\,\|G^\dagger u\|^2 .$$
The left side is also $-\mathrm{Im}\,u^\dagger Gu=\mathrm{Im}\,z\,\|Gu\|^2$, so $\|G^\dagger u\|=\|Gu\|$. This is `hw`.

For any vectors $a$ and $b$, the inequality $|a_i||b_i|\le(|a_i|^2+|b_i|^2)/2$ gives $|a^\dagger b|\le(\|a\|^2+\|b\|^2)/2$, which is `ho`. Take $a=G^\dagger u$ and $b=Gu$: then $a^\dagger b=u^\dagger G^2u$, and the right side is $\|Gu\|^2$.

## How the impurity dresses the Green's function

```lean
omit [Fintype n] [DecidableEq n] in
/-- An impurity of real strength is a Hermitian perturbation. -/
theorem impurity_isHermitian (V : ℝ) (u : n → ℂ) : (impurity V u).IsHermitian := by
  refine IsHermitian.ext fun i j => ?_
  simp only [impurity, Matrix.smul_apply, vecMulVec_apply, Pi.star_apply, smul_eq_mul,
    Complex.star_def, map_mul, Complex.conj_conj, Complex.conj_ofReal]
  ring
```

Conjugating and transposing $V u_i\overline{u_j}$ returns the same entry, because $V$ is real. The matrix $H+V\,uu^\dagger$ is therefore Hermitian, and the earlier results apply to it too.

```lean
/-- For Hermitian `H` and non-real `z`, let `G` and `G'` be the Green's functions without and
with the impurity. Then `1 - V u†Gu` is nonzero and `Gu = (1 - V u†Gu) G'u`. -/
theorem green_dressed {H : Matrix n n ℂ} (hH : H.IsHermitian) {z : ℂ} (hz : z.im ≠ 0)
    (V : ℝ) (u : n → ℂ) :
    1 - (V : ℂ) * (star u ⬝ᵥ green H z *ᵥ u) ≠ 0 ∧
    green H z *ᵥ u = (1 - (V : ℂ) * (star u ⬝ᵥ green H z *ᵥ u)) •
      (green (H + impurity V u) z *ᵥ u) := by
  have hi : ∀ w, impurity V u *ᵥ w = ((V : ℂ) * (star u ⬝ᵥ w)) • u := by
    intro w
    ext i
    simp only [impurity, mulVec, dotProduct, Matrix.smul_apply, vecMulVec_apply,
      Pi.smul_apply, smul_eq_mul, Finset.mul_sum, Finset.sum_mul]
    exact Finset.sum_congr rfl fun j _ => by ring
  have hb : (z • (1 : Matrix n n ℂ) - H) *ᵥ (green H z *ᵥ u) = u := by
    rw [mulVec_mulVec, green, mul_nonsing_inv _ (shifted_isUnit hH hz), one_mulVec]
  have hc : ∀ w, green (H + impurity V u) z *ᵥ
      ((z • (1 : Matrix n n ℂ) - (H + impurity V u)) *ᵥ w) = w := by
    intro w
    rw [mulVec_mulVec, green, nonsing_inv_mul _
      (shifted_isUnit (hH.add (impurity_isHermitian V u)) hz), one_mulVec]
  have h := hc (green H z *ᵥ u)
  rw [← sub_sub, sub_mulVec, hi, hb] at h
  have hd : green H z *ᵥ u = (1 - (V : ℂ) * (star u ⬝ᵥ green H z *ᵥ u)) •
      (green (H + impurity V u) z *ᵥ u) := by
    rw [← mulVec_smul, sub_smul, one_smul]
    exact h.symm
  refine ⟨fun h0 => ?_, hd⟩
  -- a vanishing factor would force `Gu = 0`, and then the factor is one
  rw [h0, zero_smul] at hd
  rw [hd, dotProduct_zero, mul_zero, sub_zero] at h0
  exact one_ne_zero h0
```

Write $G'=(z-H-V\,uu^\dagger)^{-1}$, $g=u^\dagger Gu$ and $D=1-Vg$. The theorem says that $D\neq0$ and $Gu=D\,G'u$. Indeed,
$$(z-H-V\,uu^\dagger)\,Gu=u-V\,u\,(u^\dagger Gu)=D\,u ,$$
and applying $G'$ gives the second statement. If $D$ were zero, then $Gu=0$, hence $g=0$ and $D=1$, a contradiction.

```lean
/-- For Hermitian `H` and non-real `z`, with `G = (z - H)⁻¹`, the impurity changes the trace
of the Green's function by `V u†G²u / (1 - V u†Gu)`. -/
theorem trace_shift {H : Matrix n n ℂ} (hH : H.IsHermitian) {z : ℂ} (hz : z.im ≠ 0)
    (V : ℝ) (u : n → ℂ) :
    (green (H + impurity V u) z).trace - (green H z).trace =
      (V : ℂ) * (star u ⬝ᵥ (green H z * green H z) *ᵥ u) /
        (1 - (V : ℂ) * (star u ⬝ᵥ green H z *ᵥ u)) := by
  obtain ⟨hne, hd⟩ := green_dressed hH hz V u
  have ht : ∀ A : Matrix n n ℂ,
      (A * impurity V u).trace = (V : ℂ) * (star u ⬝ᵥ A *ᵥ u) := by
    intro A
    simp only [Matrix.trace, diag_apply, Matrix.mul_apply, impurity, Matrix.smul_apply,
      vecMulVec_apply, Pi.star_apply, smul_eq_mul, mulVec, dotProduct, Finset.mul_sum]
    exact Finset.sum_congr rfl fun i _ => Finset.sum_congr rfl fun j _ => by ring
  have h1 : (z • (1 : Matrix n n ℂ) - H) * green H z = 1 :=
    mul_nonsing_inv _ (shifted_isUnit hH hz)
  have h2 : green (H + impurity V u) z *
      (z • (1 : Matrix n n ℂ) - (H + impurity V u)) = 1 :=
    nonsing_inv_mul _ (shifted_isUnit (hH.add (impurity_isHermitian V u)) hz)
  -- the resolvent identity
  have hk : green (H + impurity V u) z - green H z =
      green (H + impurity V u) z * impurity V u * green H z := by
    calc _ = green (H + impurity V u) z * ((z • (1 : Matrix n n ℂ) - H) * green H z) -
          (green (H + impurity V u) z *
            (z • (1 : Matrix n n ℂ) - (H + impurity V u))) * green H z := by
          rw [h1, h2, mul_one, one_mul]
      _ = _ := by
          generalize z • (1 : Matrix n n ℂ) = Z
          noncomm_ring
  have hs : (green H z * green H z) *ᵥ u =
      (1 - (V : ℂ) * (star u ⬝ᵥ green H z *ᵥ u)) •
        ((green H z * green (H + impurity V u) z) *ᵥ u) := by
    rw [← mulVec_mulVec, ← mulVec_mulVec, ← mulVec_smul, ← hd]
  rw [← trace_sub, hk, trace_mul_comm, ← mul_assoc, ht, eq_div_iff hne, hs,
    dotProduct_smul, smul_eq_mul]
  ring
```

The change of the trace is
$$\mathrm{Tr}\,G'-\mathrm{Tr}\,G=\frac{V\,u^\dagger G^2u}{1-V\,u^\dagger Gu}.$$
It starts from the resolvent identity, `hk`:
$$G'-G=G'\big[(z-H)-(z-H-V\,uu^\dagger)\big]G=G'\,(V\,uu^\dagger)\,G .$$
Cyclicity of the trace turns this into $V\,u^\dagger GG'u$. Since $G'u=Gu/D$, the result is $V\,u^\dagger G^2u/D$. In Lean, `trace_mul_comm` performs the cyclic step, `ht` evaluates the trace against the impurity, and `hs` inserts the dressing relation.

## The bound for one impurity

```lean
/-- For Hermitian `H` of any finite size and non-real `z`, one impurity of any real strength
in any orbital changes the trace of the Green's function by at most `1 / |Im z|`. -/
theorem trace_bound {H : Matrix n n ℂ} (hH : H.IsHermitian) {z : ℂ} (hz : z.im ≠ 0)
    (V : ℝ) (u : n → ℂ) :
    ‖(green (H + impurity V u) z).trace - (green H z).trace‖ ≤ 1 / |z.im| := by
  have hne := (green_dressed hH hz V u).1
  have hw : 0 ≤ weight (green H z *ᵥ u) := Finset.sum_nonneg fun i _ => sq_nonneg _
  have him : (1 - (V : ℂ) * (star u ⬝ᵥ green H z *ᵥ u)).im =
      V * (z.im * weight (green H z *ᵥ u)) := by
    rw [Complex.sub_im, Complex.one_im, Complex.im_ofReal_mul, green_im hH hz]
    ring
  rw [trace_shift hH hz, norm_div, norm_mul, Complex.norm_real, Real.norm_eq_abs,
    div_le_div_iff₀ (norm_pos_iff.mpr hne) (abs_pos.mpr hz), one_mul]
  -- the denominator is at least as large as its imaginary part
  calc _ ≤ |V| * weight (green H z *ᵥ u) * |z.im| := by
        gcongr
        exact norm_green_sq_le hH hz u
    _ = |(1 - (V : ℂ) * (star u ⬝ᵥ green H z *ᵥ u)).im| := by
        rw [him, abs_mul, abs_mul, abs_of_nonneg hw]
        ring
    _ ≤ _ := Complex.abs_im_le_norm _
```

The modulus `‖…‖` of the trace difference is at most $1/|\mathrm{Im}\,z|$. Neither the matrix size nor $V$ nor $u$ appears on the right. From `green_im`, $\mathrm{Im}\,D=V\,\mathrm{Im}\,z\,\|Gu\|^2$, so
$$|V|\,|u^\dagger G^2u|\,|\mathrm{Im}\,z|\le |V|\,\|Gu\|^2\,|\mathrm{Im}\,z|=|\mathrm{Im}\,D|\le|D| .$$
Dividing by $|D|\,|\mathrm{Im}\,z|$ gives the bound. The `calc` block is this chain; `div_le_div_iff₀` has already cleared the denominators, so the cases $V=0$ and $u=0$ need no separate treatment.

For a numerical instance, take two orbitals at zero energy joined by a matrix element $1$, with $z=1+i$, and raise the first orbital by $V=1$:
$$H=\begin{pmatrix}0&1\\1&0\end{pmatrix},\qquad \mathrm{Tr}\,G=\frac{2z}{z^2-1}=\frac{2+2i}{-1+2i}=\frac{2-6i}{5},$$
$$\mathrm{Tr}\,G'=\frac{2z-1}{z(z-1)-1}=\frac{1+2i}{-2+i}=-i .$$
The difference is $(-2+i)/5$, with modulus $1/\sqrt5\approx0.447$. The bound is $1$.

## Several impurities

```lean
/-- For Hermitian `H` and non-real `z`, a finite set of impurities with any real strengths and
any orbitals changes the trace by at most their number divided by `|Im z|`. -/
theorem trace_bound_many {ι : Type*} {H : Matrix n n ℂ} (hH : H.IsHermitian) {z : ℂ}
    (hz : z.im ≠ 0) (s : Finset ι) (V : ι → ℝ) (u : ι → n → ℂ) :
    ‖(green (H + ∑ i ∈ s, impurity (V i) (u i)) z).trace - (green H z).trace‖ ≤
      s.card / |z.im| := by
  classical
  suffices h : (H + ∑ i ∈ s, impurity (V i) (u i)).IsHermitian ∧
      ‖(green (H + ∑ i ∈ s, impurity (V i) (u i)) z).trace - (green H z).trace‖ ≤
        s.card / |z.im| from h.2
  induction s using Finset.induction_on with
  | empty => simpa using hH
  | insert a s ha ih =>
    obtain ⟨h1, h2⟩ := ih
    have e : H + ∑ i ∈ insert a s, impurity (V i) (u i) =
        (H + ∑ i ∈ s, impurity (V i) (u i)) + impurity (V a) (u a) := by
      rw [Finset.sum_insert ha]
      abel
    rw [e, Finset.card_insert_of_notMem ha]
    refine ⟨h1.add (impurity_isHermitian _ _), ?_⟩
    -- add the impurities one at a time
    have h3 := trace_bound h1 hz (V a) (u a)
    have h4 := norm_sub_le_norm_sub_add_norm_sub
      (green ((H + ∑ i ∈ s, impurity (V i) (u i)) + impurity (V a) (u a)) z).trace
      (green (H + ∑ i ∈ s, impurity (V i) (u i)) z).trace (green H z).trace
    push_cast
    rw [add_div]
    linarith
```

The finite set `s` labels the impurities, each with its own strength `V i` and orbital `u i`. The orbitals may overlap or coincide. With $k$ impurities, the trace changes by at most $k/|\mathrm{Im}\,z|$.

The proof is by induction on the set. With no impurity the change is zero. Each further impurity is added to a matrix that is already Hermitian, so `trace_bound` allows it at most $1/|\mathrm{Im}\,z|$, and the triangle inequality adds the contributions. The induction carries Hermiticity along with the bound for this reason.

## A single level that attains the bound

```lean
/-- The one-impurity bound is attained by a single level at zero energy, with `z = η + iη`,
`η > 0`, and impurity strength `2η`. -/
theorem trace_bound_sharp {η : ℝ} (hη : 0 < η) :
    ‖(green ((0 : Matrix (Fin 1) (Fin 1) ℂ) + impurity (2 * η) (fun _ => 1))
        (η + η * Complex.I)).trace -
      (green (0 : Matrix (Fin 1) (Fin 1) ℂ) (η + η * Complex.I)).trace‖ =
      1 / |((η : ℂ) + η * Complex.I).im| := by
  have h : ∀ (A : Matrix (Fin 1) (Fin 1) ℂ) (z a b : ℂ), A = a • 1 → (z - a) * b = 1 →
      (green A z).trace = b := by
    intro A z a b hA hab
    have hinv : (z • (1 : Matrix (Fin 1) (Fin 1) ℂ) - a • 1)⁻¹ = b • 1 := by
      apply inv_eq_right_inv
      rw [← sub_smul, smul_mul_smul_comm, hab, one_smul, one_mul]
    rw [green, hA, hinv]
    simp
  have hk : (η : ℂ) * ((η⁻¹ : ℝ) : ℂ) = 1 := by
    rw [← Complex.ofReal_mul, mul_inv_cancel₀ hη.ne', Complex.ofReal_one]
  rw [h _ _ (2 * (η : ℂ)) ((-1 - Complex.I) / 2 * ((η⁻¹ : ℝ) : ℂ))
      (by ext i j; fin_cases i; fin_cases j; simp [impurity, vecMulVec_apply])
      (by linear_combination hk - (η : ℂ) * ((η⁻¹ : ℝ) : ℂ) / 2 * Complex.I_sq),
    h _ _ 0 ((1 - Complex.I) / 2 * ((η⁻¹ : ℝ) : ℂ)) (by simp)
      (by linear_combination hk - (η : ℂ) * ((η⁻¹ : ℝ) : ℂ) / 2 * Complex.I_sq)]
  have hd : (-1 - Complex.I) / 2 * ((η⁻¹ : ℝ) : ℂ) -
      (1 - Complex.I) / 2 * ((η⁻¹ : ℝ) : ℂ) = -((η⁻¹ : ℝ) : ℂ) := by ring
  rw [hd, norm_neg, Complex.norm_real, Real.norm_eq_abs]
  simp [abs_inv]

end

end ImpurityTraceBound
```

Here $H$ is the $1\times1$ zero matrix, $u=1$, $z=\eta+i\eta$ with $\eta>0$, and $V=2\eta$. Then
$$G=\frac{1}{\eta(1+i)}=\frac{1-i}{2\eta},\qquad G'=\frac{1}{\eta(-1+i)}=\frac{-1-i}{2\eta},$$
so $G'-G=-1/\eta$, whose modulus is exactly $1/|\mathrm{Im}\,z|$. A one-impurity bound of this form for all sizes therefore cannot have a constant smaller than $1$. The difference is real, so the density of states at this energy does not change: the example attains the bound on the trace, not the one on the density of states. In the proof, `h` reads off the trace of a $1\times1$ Green's function from a proposed reciprocal, and the two `linear_combination` steps check the reciprocals above.

```lean
#print axioms ImpurityTraceBound.trace_bound
#print axioms ImpurityTraceBound.trace_bound_many
#print axioms ImpurityTraceBound.trace_bound_sharp
```

```
'ImpurityTraceBound.trace_bound' depends on axioms: [propext, Classical.choice, Quot.sound]
'ImpurityTraceBound.trace_bound_many' depends on axioms: [propext, Classical.choice, Quot.sound]
'ImpurityTraceBound.trace_bound_sharp' depends on axioms: [propext, Classical.choice, Quot.sound]
```
